# In a symmetric two-site hopping model, the real orbital pair of least mixed variance is the site pair for g t² < (1-g)R²/4 and the eigenvector pair for g t² > (1-g)R²/4

A gradient-based localization of real orbitals that starts from the eigenvectors of a symmetric two-site Hamiltonian can stop at its first step and report convergence at the worst pair available. Take a cost that adds half the position variance to half the energy variance and sums the result over both orbitals, with site separation 4 and hopping amplitude 1 in the code's units. The eigenvectors cost 4 and the site orbitals cost 1, yet the gradient at the eigenvectors is exactly zero. A zero gradient alone does not distinguish this maximum from a minimum.

## The cost depends on one number

Let R be the separation of the sites, t the hopping amplitude and g the weight of the energy term. In the basis of the two site orbitals, the position operator is X = diag(R/2, -R/2), and the Hamiltonian H has zero diagonal and off-diagonal entries -t. For a normalized orbital, Var(A) = ⟨A²⟩ - ⟨A⟩². The cost J of an orthonormal pair u, v is the sum of (1-g)Var(X) + g Var(H) over both orbitals.

Write u₀ and u₁ for the real amplitudes of u on the first and second site, and set

a = (1-g)R²/4,  b = g t²,

x = 2u₀u₁,  z = u₀² - u₁².

Here z is the difference of the site populations, and x measures the bond between the sites. Every real orthonormal pair satisfies

J = 2b + 2(a-b)x² = 2a + 2(b-a)z².

The least cost is therefore 2b, reached by the site orbitals, if b ≤ a. It is 2a, reached by the bonding and antibonding orbitals (1, 1)/√2 and (1, -1)/√2, if a ≤ b.

## Starting orbitals, units and the switching distance

Some corrections for the curvature of the energy in fractional electron number use localized orbitals that minimize a mix of spatial and energy variance. The result shows which orbitals such a cost selects in a non-interacting model with two equivalent sites and real orbitals. A code can use it as a reference case in three places.

The first is the starting guess. With u = (cos θ, sin θ), the identity becomes

J(θ) = 2b + 2(a-b) sin²(2θ),

dJ/dθ = 4(a-b) sin(4θ).

The derivative vanishes at the site orbitals (θ = 0) and at the eigenvectors (θ = π/4), whatever a and b are. If b < a, the eigenvectors are a maximum. A small rotation away from them lets the descent begin, and the final cost can be compared with 2 min(a, b).

The second is the bond-length scan. For 0 < g < 1 and fixed t ≠ 0, the two regimes meet at

R = 2|t| √(g/(1-g)).

When t varies with R, as it does in a stretched bond, the condition becomes an equation for R. The optimal orbitals change abruptly at the crossing, while the least cost 2 min(a, b) stays continuous. A jump of the orbitals in a scan across this distance is therefore a property of the cost and need not be a convergence fault.

The third is the choice of units. R² is a squared length and t² a squared energy, so comparing a with b presupposes a conversion factor. If the code multiplies the energy variance by a positive constant C, replace t² by C t² throughout. Changing the energy unit without adjusting C moves the switch.

## From the two variances to the minimum

Both operators square to a multiple of the identity:

X² = (R²/4) I,  H² = t² I.

For a normalized u, the expectation values are

⟨X⟩ = (R/2)(u₀² - u₁²) = (R/2)z,

⟨H⟩ = -2t u₀u₁ = -t x.

Hence

Var(X) = (R²/4)(1 - z²),  Var(H) = t²(1 - x²).

Normalization links x and z:

x² + z² = 4u₀²u₁² + (u₀² - u₁²)² = (u₀² + u₁²)² = 1.

The variances of the first orbital are then

Var(X) = (R²/4)x²,  Var(H) = t² z².

The second orbital has the same variances. Orthogonality gives u₀v₀ = -u₁v₁, and squaring gives u₀²v₀² = u₁²v₁². Using the normalization of u and then that of v,

v₀² = v₀²(u₀² + u₁²) = u₁²v₁² + u₁²v₀² = u₁².

In the same way v₁² = u₀². The second orbital has the populations of the first with the sites exchanged, so its values of x² and z² are those of u. Adding the two contributions with their weights gives

J = 2a x² + 2b z².

Eliminating z² or x² through x² + z² = 1 produces the two forms of the identity.

If b ≤ a, the first form gives J ≥ 2b, and the site orbitals attain this value because x = 0. If a ≤ b, the second form gives J ≥ 2a, and the bonding and antibonding orbitals attain it because z = 0. When b < a, cost 2b forces x = 0, so u sits on one site. When a < b, cost 2a forces z = 0, so the amplitudes of u are equal or opposite. In each strict case the minimizing pair is fixed up to signs and the order of the two orbitals.

In the limiting case a = b, both forms reduce to J = 2a for every real orthonormal pair. The cost then has no preferred orbitals, and an optimizer may return any rotation angle.

## Lean source for the two-site model

```lean
import Mathlib

open Matrix

namespace TwoSiteLocalization

noncomputable section

/-- The position operator for two sites at `R/2` and `-R/2`. -/
def position (R : ℝ) : Matrix (Fin 2) (Fin 2) ℝ := !![R / 2, 0; 0, -(R / 2)]

/-- The hopping Hamiltonian with off-diagonal entries `-t` and zero diagonal. -/
def hamiltonian (t : ℝ) : Matrix (Fin 2) (Fin 2) ℝ := !![0, -t; -t, 0]

/-- The number `u · A²u - (u · Au)²`. For a normalized orbital `u` and a symmetric `A`, it is the
expectation of `A²` minus the square of the expectation of `A`. -/
def variance (A : Matrix (Fin 2) (Fin 2) ℝ) (u : Fin 2 → ℝ) : ℝ :=
  u ⬝ᵥ ((A * A) *ᵥ u) - (u ⬝ᵥ (A *ᵥ u)) ^ 2

/-- Two real orbitals that are normalized and mutually orthogonal. -/
def IsOrthonormalPair (u v : Fin 2 → ℝ) : Prop := u ⬝ᵥ u = 1 ∧ v ⬝ᵥ v = 1 ∧ u ⬝ᵥ v = 0

/-- The cost summed over both orbitals, with weight `1 - g` on the position variance
and weight `g` on the energy variance. -/
def cost (g R t : ℝ) (u v : Fin 2 → ℝ) : ℝ :=
  (1 - g) * (variance (position R) u + variance (position R) v)
    + g * (variance (hamiltonian t) u + variance (hamiltonian t) v)

/-- An orthonormal pair whose cost is least among all real orthonormal pairs. -/
def IsMinimizer (g R t : ℝ) (u v : Fin 2 → ℝ) : Prop :=
  IsOrthonormalPair u v ∧ ∀ u' v', IsOrthonormalPair u' v' → cost g R t u v ≤ cost g R t u' v'

/-- The orbital on the first site. -/
def siteOne : Fin 2 → ℝ := ![1, 0]

/-- The orbital on the second site. -/
def siteTwo : Fin 2 → ℝ := ![0, 1]

/-- The amplitude `1/√2`. -/
def amp : ℝ := (√2)⁻¹

/-- The normalized sum of the site orbitals. -/
def bonding : Fin 2 → ℝ := ![amp, amp]

/-- The normalized difference of the site orbitals. -/
def antibonding : Fin 2 → ℝ := ![amp, -amp]

/-- The square of the amplitude `1/√2` is one half. -/
lemma amp_sq : amp * amp = 1 / 2 := by
  unfold amp
  rw [← mul_inv, Real.mul_self_sqrt (by norm_num)]
  norm_num

/-- The site orbitals are orthonormal. -/
lemma site_pair : IsOrthonormalPair siteOne siteTwo := by
  simp [IsOrthonormalPair, dotProduct, Fin.sum_univ_two, siteOne, siteTwo]

/-- The bonding and antibonding orbitals are orthonormal. -/
lemma bond_pair : IsOrthonormalPair bonding antibonding := by
  refine ⟨?_, ?_, ?_⟩ <;> simp only [dotProduct, Fin.sum_univ_two, bonding, antibonding,
    Matrix.cons_val_zero, Matrix.cons_val_one]
  · linear_combination 2 * amp_sq
  · linear_combination 2 * amp_sq
  · ring

/-- The bonding and antibonding orbitals are eigenvectors of the hopping Hamiltonian with
eigenvalues `-t` and `t`. -/
theorem bond_eigenvectors (t : ℝ) : hamiltonian t *ᵥ bonding = (-t) • bonding ∧
    hamiltonian t *ᵥ antibonding = t • antibonding := by
  constructor <;> ext i <;> fin_cases i <;>
    simp [hamiltonian, bonding, antibonding, Matrix.mulVec, dotProduct, Fin.sum_univ_two]

/-- The cost of an orthonormal pair, written in two ways through the amplitudes of its
first orbital. -/
theorem cost_eq (g R t : ℝ) {u v : Fin 2 → ℝ} (h : IsOrthonormalPair u v) :
    cost g R t u v = 2 * (g * t ^ 2)
      + 2 * ((1 - g) * R ^ 2 / 4 - g * t ^ 2) * (2 * u 0 * u 1) ^ 2 ∧
    cost g R t u v = 2 * ((1 - g) * R ^ 2 / 4)
      + 2 * (g * t ^ 2 - (1 - g) * R ^ 2 / 4) * (u 0 ^ 2 - u 1 ^ 2) ^ 2 := by
  have hX : ∀ w : Fin 2 → ℝ, w 0 * w 0 + w 1 * w 1 = 1 →
      variance (position R) w = R ^ 2 / 4 * (2 * w 0 * w 1) ^ 2 := by
    intro w hw
    simp [variance, position, Matrix.mulVec, dotProduct, Fin.sum_univ_two, Matrix.mul_apply]
    linear_combination (-(R ^ 2 / 4) * (w 0 ^ 2 + w 1 ^ 2)) * hw
  have hH : ∀ w : Fin 2 → ℝ, w 0 * w 0 + w 1 * w 1 = 1 →
      variance (hamiltonian t) w = t ^ 2 * (w 0 ^ 2 - w 1 ^ 2) ^ 2 := by
    intro w hw
    simp [variance, hamiltonian, Matrix.mulVec, dotProduct, Fin.sum_univ_two, Matrix.mul_apply]
    linear_combination (-(t ^ 2) * (w 0 ^ 2 + w 1 ^ 2)) * hw
  obtain ⟨hu, hv, ho⟩ := h
  simp only [dotProduct, Fin.sum_univ_two] at hu hv ho
  -- orthonormality fixes the squared amplitudes of the second orbital
  have p : v 0 ^ 2 = u 1 ^ 2 := by
    linear_combination (-(v 0 ^ 2)) * hu + (u 0 * v 0 - u 1 * v 1) * ho + u 1 ^ 2 * hv
  have q : v 1 ^ 2 = u 0 ^ 2 := by
    linear_combination (-(v 1 ^ 2)) * hu + (u 1 * v 1 - u 0 * v 0) * ho + u 0 ^ 2 * hv
  have r : (2 * v 0 * v 1) ^ 2 = (2 * u 0 * u 1) ^ 2 := by
    linear_combination 4 * v 1 ^ 2 * p + 4 * u 1 ^ 2 * q
  have unit : (2 * u 0 * u 1) ^ 2 + (u 0 ^ 2 - u 1 ^ 2) ^ 2 = 1 := by
    linear_combination (u 0 ^ 2 + u 1 ^ 2 + 1) * hu
  rw [cost, hX u hu, hX v hv, hH u hu, hH v hv, r, p, q]
  constructor
  · linear_combination 2 * (g * t ^ 2) * unit
  · linear_combination 2 * ((1 - g) * R ^ 2 / 4) * unit

/-- If `g t² ≤ (1-g)R²/4`, an orthonormal pair whose first orbital vanishes on one site is a
minimizer. -/
lemma site_min {g R t : ℝ} (h : g * t ^ 2 ≤ (1 - g) * R ^ 2 / 4) {u v : Fin 2 → ℝ}
    (huv : IsOrthonormalPair u v) (h0 : 2 * u 0 * u 1 = 0) : IsMinimizer g R t u v := by
  refine ⟨huv, fun u' v' h' => ?_⟩
  rw [(cost_eq g R t huv).1, (cost_eq g R t h').1, h0]
  nlinarith [mul_nonneg (sub_nonneg.2 h) (sq_nonneg (2 * u' 0 * u' 1))]

/-- If `(1-g)R²/4 ≤ g t²`, an orthonormal pair whose first orbital has equal populations on
the two sites is a minimizer. -/
lemma bond_min {g R t : ℝ} (h : (1 - g) * R ^ 2 / 4 ≤ g * t ^ 2) {u v : Fin 2 → ℝ}
    (huv : IsOrthonormalPair u v) (h0 : u 0 ^ 2 - u 1 ^ 2 = 0) : IsMinimizer g R t u v := by
  refine ⟨huv, fun u' v' h' => ?_⟩
  rw [(cost_eq g R t huv).2, (cost_eq g R t h').2, h0]
  nlinarith [mul_nonneg (sub_nonneg.2 h) (sq_nonneg (u' 0 ^ 2 - u' 1 ^ 2))]

/-- Among real orthonormal pairs, the site orbitals minimize the cost if `g t² ≤ (1-g)R²/4`, and the
bonding and antibonding orbitals minimize it if the inequality is reversed. -/
theorem localization_transition (g R t : ℝ) :
    (g * t ^ 2 ≤ (1 - g) * R ^ 2 / 4 → IsMinimizer g R t siteOne siteTwo) ∧
      ((1 - g) * R ^ 2 / 4 ≤ g * t ^ 2 → IsMinimizer g R t bonding antibonding) :=
  ⟨fun h => site_min h site_pair (by simp [siteOne]),
    fun h => bond_min h bond_pair (by simp [bonding])⟩

/-- If `g t² < (1-g)R²/4`, the first orbital of every minimizer vanishes on one site. -/
theorem site_unique {g R t : ℝ} (h : g * t ^ 2 < (1 - g) * R ^ 2 / 4) {u v : Fin 2 → ℝ}
    (hm : IsMinimizer g R t u v) : u 0 = 0 ∨ u 1 = 0 := by
  have hc := hm.2 _ _ site_pair
  rw [(cost_eq g R t hm.1).1, (cost_eq g R t site_pair).1] at hc
  have hs : 2 * siteOne 0 * siteOne 1 = 0 := by simp [siteOne]
  rw [hs] at hc
  by_contra hn
  rw [not_or] at hn
  have hp : 0 < (2 * u 0 * u 1) ^ 2 :=
    sq_pos_of_ne_zero (mul_ne_zero (mul_ne_zero two_ne_zero hn.1) hn.2)
  nlinarith [mul_pos (sub_pos.2 h) hp]

/-- If `(1-g)R²/4 < g t²`, the first orbital of every minimizer has equal or opposite
amplitudes on the two sites. -/
theorem bond_unique {g R t : ℝ} (h : (1 - g) * R ^ 2 / 4 < g * t ^ 2) {u v : Fin 2 → ℝ}
    (hm : IsMinimizer g R t u v) : u 0 = u 1 ∨ u 0 = -u 1 := by
  have hc := hm.2 _ _ bond_pair
  rw [(cost_eq g R t hm.1).2, (cost_eq g R t bond_pair).2] at hc
  have hs : bonding 0 ^ 2 - bonding 1 ^ 2 = 0 := by simp [bonding]
  rw [hs] at hc
  rw [← sq_eq_sq_iff_eq_or_eq_neg]
  by_contra hn
  have hp : 0 < (u 0 ^ 2 - u 1 ^ 2) ^ 2 := sq_pos_of_ne_zero (sub_ne_zero.2 hn)
  nlinarith [mul_pos (sub_pos.2 h) hp]

end

end TwoSiteLocalization
```

```lean
#print axioms TwoSiteLocalization.site_pair
#print axioms TwoSiteLocalization.localization_transition
#print axioms TwoSiteLocalization.site_unique
#print axioms TwoSiteLocalization.bond_unique
```

```
'TwoSiteLocalization.site_pair' depends on axioms: [propext, Classical.choice, Quot.sound]
'TwoSiteLocalization.localization_transition' depends on axioms: [propext, Classical.choice, Quot.sound]
'TwoSiteLocalization.site_unique' depends on axioms: [propext, Classical.choice, Quot.sound]
'TwoSiteLocalization.bond_unique' depends on axioms: [propext, Classical.choice, Quot.sound]
```

## How the definitions map to the model

An orbital is a function `Fin 2 → ℝ`, so `u 0` and `u 1` are the amplitudes u₀ and u₁. The matrices `position R` and `hamiltonian t` are X and H. The function `variance` is written for any real vector and equals the quantum-mechanical variance when that vector is normalized, which `IsOrthonormalPair` requires of both orbitals along with their orthogonality. The weighted sum J is `cost g R t u v`.

`IsMinimizer` describes a global minimum: the pair is orthonormal, and no real orthonormal pair has a lower cost. The pairs named in the main theorem are `siteOne`, `siteTwo` and `bonding`, `antibonding`, the latter two with the normalized amplitude `amp`, which is 1/√2.

The theorem `localization_transition` contains both implications, each with a non-strict inequality. At equality, both named pairs are minimizers. The theorems `site_unique` and `bond_unique` take the strict inequalities and describe the first orbital of any minimizer.

## The algebra behind each lemma

The lemmas `site_pair` and `bond_pair` confirm that the two candidate pairs are orthonormal; the second uses `amp_sq`, the statement that the squared amplitude is one half. `bond_eigenvectors` multiplies out H on the bonding and antibonding orbitals and finds the eigenvalues -t and t.

The derivation above is carried out in `cost_eq`. Its steps `hX` and `hH` are the variances (R²/4)x² and t²z² of a normalized orbital. The steps `p` and `q` are v₀² = u₁² and v₁² = u₀², `r` transfers x² from one orbital to the other, and `unit` is x² + z² = 1. Each is closed by `linear_combination`, which is given the multiples of the normalization and orthogonality equations, or of earlier steps, that add up to the desired identity. In `p`, for example, these multiples encode the squaring of the orthogonality relation used above.

`site_min` and `bond_min` rewrite both costs with the suitable form of the identity. What remains is that a nonnegative difference times a square is nonnegative, and `nlinarith` receives this product as a hint. The main theorem applies these lemmas to the named pairs.

For uniqueness, the supposed minimizer is compared with the site pair or with the bonding and antibonding pair. If x were nonzero in the first case, or z in the second, its square would be positive and the cost would lie strictly above that of the comparison pair, a contradiction.

## Global minima for real orbitals, and the limits of the model

The minimum is global over all real orthonormal pairs, and it holds for all real g, R and t. The usual range 0 < g < 1, in which both variances are penalized, is not needed as a hypothesis. The names bonding and antibonding fit the order of the energies for t > 0. For t < 0 the orbital (1, 1)/√2 is the upper level, but the pair is the same. When t = 0 every nonzero vector is an eigenvector of H, and "the eigenvector pair" then means the bonding and antibonding orbitals specifically.

The theorems say nothing about an algorithm. They don't show that a given optimizer reaches the minimum, and they don't bound its rounding error. The file contains no derivative either, so the warning about starting guesses rests on the formula for J(θ).

Several features of production calculations lie beyond the model:

- Complex orbitals form a larger search set, and the comparison here is with real pairs only.
- The sites have equal on-site energies. With unequal ones, ⟨H⟩ also depends on z, and the formula for the energy variance changes.
- The site basis is orthonormal. Overlapping atomic orbitals would first have to be orthogonalized, which in general changes the matrix elements of X and H. They also have a width of their own, whereas a site orbital here has zero position variance.
- The two orbitals span the whole space, so the rotation can mix an occupied level with an empty one. A localization restricted to a single occupied orbital has no such freedom.
- The Hamiltonian is fixed. Interactions, self-consistency and the energy correction built from the localized orbitals do not enter.
